# Every finite complex matrix A has a Penrose inverse of the form p(AᴴA)Aᴴ

A least-squares fit of expansion coefficients in a linearly dependent basis can be carried out by a code that only applies the design matrix A and its adjoint Aᴴ to vectors. In exact arithmetic, a suitable polynomial in AᴴA, applied to Aᴴb, gives a solution for every data vector b.

```lean
import Mathlib

open scoped Matrix ComplexOrder

namespace PolynomialPseudoInverse

variable {m n : Type*} [Fintype m] [Fintype n]

/-- The four Penrose equations for a complex matrix `A` and a candidate pseudo-inverse `X`. -/
structure IsPenroseInverse (A : Matrix m n ℂ) (X : Matrix n m ℂ) : Prop where
  /-- The product `A X` acts as the identity on the range of `A`. -/
  mul_mul_left : A * X * A = A
  /-- The product `X A` acts as the identity on the range of `X`. -/
  mul_mul_right : X * A * X = X
  /-- The product `A X` is Hermitian. -/
  hermitian_left : (A * X).IsHermitian
  /-- The product `X A` is Hermitian. -/
  hermitian_right : (X * A).IsHermitian

/-- A square matrix with `Mᴴ M = Mᴴ` is Hermitian. -/
theorem isHermitian_of_conjTranspose_mul_self {M : Matrix n n ℂ} (h : Mᴴ * M = Mᴴ) :
    M.IsHermitian := by
  have h' := congrArg Matrix.conjTranspose h
  rw [Matrix.conjTranspose_mul, Matrix.conjTranspose_conjTranspose] at h'
  exact h.symm.trans h'

variable [DecidableEq n]

/-- If some power of a Hermitian matrix `H` annihilates `M`, then `H` itself annihilates `M`. -/
theorem hermitian_pow_cancel {H M : Matrix n n ℂ} (hH : H.IsHermitian) (k : ℕ) :
    H ^ k * M = 0 → H * M = 0 := by
  induction k with
  | zero =>
    intro h
    have hM : M = 0 := by simpa using h
    rw [hM, mul_zero]
  | succ k ih =>
    intro h
    cases k with
    | zero => simpa using h
    | succ j =>
      apply ih
      -- two adjacent factors of H form a Gram matrix, one of which can be dropped
      have h2 : Hᴴ * H * (H ^ j * M) = 0 := by
        rw [hH.eq, ← h]
        simp only [pow_succ', mul_assoc]
      have h3 := (Matrix.conjTranspose_mul_self_mul_eq_zero H _).1 h2
      rw [pow_succ', mul_assoc]
      exact h3

/-- Every Hermitian matrix `H` has a polynomial `p`, of degree below the dimension, with
`H p(H) H = H`. -/
theorem exists_polynomial_inner_inverse {H : Matrix n n ℂ} (hH : H.IsHermitian) :
    ∃ p : Polynomial ℂ, p.degree < (Fintype.card n : WithBot ℕ) ∧
      H * Polynomial.aeval H p * H = H := by
  have hne : H.charpoly ≠ 0 := H.charpoly_monic.ne_zero
  -- split off the zero eigenvalue from the characteristic polynomial
  obtain ⟨r, hr, hnd⟩ :=
    Polynomial.exists_eq_pow_rootMultiplicity_mul_and_not_dvd H.charpoly hne 0
  rw [Polynomial.C_0, sub_zero, Polynomial.X_dvd_iff] at hnd
  have h0 := Matrix.aeval_self_charpoly H
  rw [hr] at h0
  simp only [map_mul, map_pow, map_zero, sub_zero, Polynomial.aeval_X] at h0
  have h1 := hermitian_pow_cancel hH _ h0
  -- isolate the constant term of the remaining factor
  have hsplit := congrArg (Polynomial.aeval H) (Polynomial.divX_mul_X_add r)
  rw [map_add, map_mul, Polynomial.aeval_X, Polynomial.aeval_C,
    Algebra.algebraMap_eq_smul_one] at hsplit
  rw [← hsplit, mul_add, mul_smul_comm, mul_one, ← mul_assoc] at h1
  have h4 := eq_neg_of_add_eq_zero_left h1
  have hq : Polynomial.aeval H (Polynomial.C (-(r.coeff 0)⁻¹) * r.divX)
      = (-(r.coeff 0)⁻¹) • Polynomial.aeval H r.divX := by
    rw [map_mul, Polynomial.aeval_C, Algebra.algebraMap_eq_smul_one, smul_mul_assoc, one_mul]
  -- reduce the degree with the Cayley-Hamilton theorem
  have hmod := congrArg (Polynomial.aeval H) (EuclideanDomain.mod_add_div
    (Polynomial.C (-(r.coeff 0)⁻¹) * r.divX) H.charpoly)
  rw [map_add, map_mul, Matrix.aeval_self_charpoly, zero_mul, add_zero] at hmod
  refine ⟨(Polynomial.C (-(r.coeff 0)⁻¹) * r.divX) % H.charpoly, ?_, ?_⟩
  · rw [← Matrix.charpoly_degree_eq_dim H]
    exact Polynomial.degree_mod_lt _ hne
  · rw [hmod, hq, mul_smul_comm, smul_mul_assoc, h4, smul_neg, neg_smul, neg_neg, smul_smul,
      inv_mul_cancel₀ hnd, one_smul]

/-- The matrix `p(AᴴA) Aᴴ` satisfies the four Penrose equations for `A` exactly when
`H p(H) H = H` for the Gram matrix `H = AᴴA`. -/
theorem isPenroseInverse_polynomial_iff (A : Matrix m n ℂ) (p : Polynomial ℂ) :
    IsPenroseInverse A (Polynomial.aeval (Aᴴ * A) p * Aᴴ) ↔
      Aᴴ * A * Polynomial.aeval (Aᴴ * A) p * (Aᴴ * A) = Aᴴ * A := by
  have hc : Polynomial.aeval (Aᴴ * A) p * (Aᴴ * A)
      = Aᴴ * A * Polynomial.aeval (Aᴴ * A) p := by
    have h := congrArg (Polynomial.aeval (Aᴴ * A)) (mul_comm p Polynomial.X)
    rwa [map_mul, map_mul, Polynomial.aeval_X] at h
  generalize Polynomial.aeval (Aᴴ * A) p = P at hc ⊢
  constructor
  · intro h
    calc Aᴴ * A * P * (Aᴴ * A) = Aᴴ * (A * (P * Aᴴ) * A) := by simp only [Matrix.mul_assoc]
      _ = Aᴴ * A := by rw [h.mul_mul_left]
  · intro h
    -- cancel Aᴴ on the left
    have h1 : A * (P * (Aᴴ * A)) = A := by
      have e : Aᴴ * A * (P * (Aᴴ * A) - 1) = 0 := by
        rw [Matrix.mul_sub, Matrix.mul_one, sub_eq_zero]
        simpa only [Matrix.mul_assoc] using h
      have e' := (Matrix.conjTranspose_mul_self_mul_eq_zero A _).1 e
      rwa [Matrix.mul_sub, Matrix.mul_one, sub_eq_zero] at e'
    -- cancel A on the right
    have h2 : Aᴴ * (A * (P * Aᴴ)) = Aᴴ := by
      have e : (Aᴴ * A * P - 1) * (Aᴴ * A) = 0 := by
        rw [Matrix.sub_mul, Matrix.one_mul, sub_eq_zero]
        exact h
      have e' := (Matrix.mul_conjTranspose_mul_self_eq_zero A _).1 e
      rw [Matrix.sub_mul, Matrix.one_mul, sub_eq_zero] at e'
      simpa only [Matrix.mul_assoc] using e'
    have h3 : A * (Aᴴ * (A * P)) = A := by
      rw [hc] at h1
      simpa only [Matrix.mul_assoc] using h1
    refine ⟨?_, ?_, ?_, ?_⟩
    · simpa only [Matrix.mul_assoc] using h1
    · simp only [Matrix.mul_assoc]
      rw [h2]
    · apply isHermitian_of_conjTranspose_mul_self
      simp only [Matrix.conjTranspose_mul, Matrix.conjTranspose_conjTranspose, Matrix.mul_assoc]
      rw [h2]
    · have e : P * Aᴴ * A = Aᴴ * (A * P) := by
        simpa only [Matrix.mul_assoc] using hc
      rw [e]
      apply isHermitian_of_conjTranspose_mul_self
      simp only [Matrix.conjTranspose_mul, Matrix.conjTranspose_conjTranspose, Matrix.mul_assoc]
      rw [h3]

/-- Every complex matrix `A` with `n` columns has a Penrose inverse of the form `p(AᴴA) Aᴴ`,
where `p` is a complex polynomial of degree less than `n`. -/
theorem exists_polynomial_penroseInverse (A : Matrix m n ℂ) :
    ∃ p : Polynomial ℂ, p.degree < (Fintype.card n : WithBot ℕ) ∧
      IsPenroseInverse A (Polynomial.aeval (Aᴴ * A) p * Aᴴ) := by
  obtain ⟨p, hdeg, hp⟩ :=
    exists_polynomial_inner_inverse (Matrix.isHermitian_conjTranspose_mul_self A)
  exact ⟨p, hdeg, (isPenroseInverse_polynomial_iff A p).2 hp⟩

omit [DecidableEq n] in
/-- For a Penrose inverse `X` of `A` and any data vector `b`, the vector `X b` solves the normal
equations `AᴴA x = Aᴴ b`. -/
theorem IsPenroseInverse.normal_equations {A : Matrix m n ℂ} {X : Matrix n m ℂ}
    (h : IsPenroseInverse A X) (b : m → ℂ) :
    (Aᴴ * A) *ᵥ (X *ᵥ b) = Aᴴ *ᵥ b := by
  have e := congrArg Matrix.conjTranspose h.mul_mul_left
  rw [Matrix.conjTranspose_mul, h.hermitian_left.eq] at e
  rw [Matrix.mulVec_mulVec, Matrix.mul_assoc, e]

/-- For the matrix `diag(1, 2)` no scalar multiple of the adjoint is a Penrose inverse. -/
theorem constant_polynomial_insufficient (c : ℂ) :
    ¬ IsPenroseInverse !![(1 : ℂ), 0; 0, 2] (c • (!![(1 : ℂ), 0; 0, 2])ᴴ) := by
  intro h
  have hA : (!![(1 : ℂ), 0; 0, 2])ᴴ = !![(1 : ℂ), 0; 0, 2] := by
    ext i j
    fin_cases i <;> fin_cases j <;> simp [Matrix.conjTranspose_apply]
  have hcube : !![(1 : ℂ), 0; 0, 2] * !![(1 : ℂ), 0; 0, 2] * !![(1 : ℂ), 0; 0, 2]
      = !![(1 : ℂ), 0; 0, 8] := by
    rw [Matrix.mul_fin_two, Matrix.mul_fin_two]
    norm_num
  have e := h.mul_mul_left
  rw [hA, Matrix.mul_smul, Matrix.smul_mul, hcube] at e
  -- the first diagonal entry forces c = 1, which the second one contradicts
  have h0 : c = 1 := by simpa using congrFun (congrFun e 0) 0
  have h1 : c * 8 = 2 := by simpa using congrFun (congrFun e 1) 1
  have h6 : (6 : ℂ) = 0 := by linear_combination h1 - 8 * h0
  norm_num at h6

end PolynomialPseudoInverse
```

```lean
#print axioms PolynomialPseudoInverse.exists_polynomial_penroseInverse
#print axioms PolynomialPseudoInverse.IsPenroseInverse.normal_equations
#print axioms PolynomialPseudoInverse.constant_polynomial_insufficient
```

```
'PolynomialPseudoInverse.exists_polynomial_penroseInverse' depends on axioms: [propext, Classical.choice, Quot.sound]
'PolynomialPseudoInverse.IsPenroseInverse.normal_equations' depends on axioms: [propext, Classical.choice, Quot.sound]
'PolynomialPseudoInverse.constant_polynomial_insufficient' depends on axioms: [propext, Classical.choice, Quot.sound]
```

## Four equations and one polynomial

Let A be a complex matrix with m rows and n columns. A matrix X with n rows and m columns is called a Penrose inverse of A if

A X A = A,
X A X = X,
(A X)ᴴ = A X,
(X A)ᴴ = X A.

The structure `IsPenroseInverse` collects these equations in this order. When A is square and invertible, its ordinary inverse satisfies them. The equations also make sense for rectangular and rank-deficient matrices.

The main theorem, `exists_polynomial_penroseInverse`, says that for every A there is a polynomial p with complex coefficients and degree less than n such that X = p(AᴴA)Aᴴ is a Penrose inverse. No assumption is made about the rank of A or about which of m and n is larger.

In Lean, `m` and `n` are finite index types, and the number of columns is `Fintype.card n`. The expression `Polynomial.aeval (Aᴴ * A) p` is the matrix p(AᴴA), in which the constant term of p multiplies the identity. The zero polynomial has a degree below every natural number, so the bound also makes sense for a matrix without columns.

The theorem `isPenroseInverse_polynomial_iff` gives a test for any polynomial p. With H = AᴴA, the matrix p(H)Aᴴ is a Penrose inverse of A exactly when

H p(H) H = H.

## Overlap matrices and linear dependence

In a fit, the columns of A can hold basis functions evaluated at grid points, and b the target values at those points. Then H is the overlap matrix of the columns, and its zero eigenvalues correspond to linear dependencies among them. In electronic-structure work, such dependencies arise when orbitals or densities are expanded in overcomplete sets; the result covers the finite linear fit, in exact arithmetic and with the standard inner product. A fit with positive weights is covered once each row of A and the matching entry of b are multiplied by the square root of the weight.

The theorem `IsPenroseInverse.normal_equations` makes the connection to fitting: for any Penrose inverse X and any b, the coefficient vector x = X b satisfies

AᴴA x = Aᴴ b.

Such an x minimises the residual norm ‖A x − b‖. Since Aᴴ(A x − b) = 0, the cross terms vanish for any change d of the coefficients, and ‖A(x + d) − b‖² = ‖A x − b‖² + ‖A d‖². This last step is not part of the Lean file.

For n ≥ 1, the polynomial form lets X b be computed by forming Aᴴb and then applying H at most n − 1 times, each time as a product with A followed by one with Aᴴ. Neither H nor X has to be stored.

The coefficients of p depend on A, and the theorem supplies no economical way to find them. It also says nothing about rounding errors or about a threshold below which small eigenvalues are treated as zero. Uniqueness of X and minimality of the norm of X b are not among the statements.

## Removing repeated factors of H

The argument rests on a cancellation rule for Gram matrices. If BᴴB M = 0, then

(B M)ᴴ(B M) = Mᴴ BᴴB M = 0.

The diagonal entries of the left side are sums of squared moduli of the entries of B M, so B M = 0. In the same way, N AᴴA = 0 implies N Aᴴ = 0.

For Hermitian H, this gives `hermitian_pow_cancel`: if Hᵏ M = 0 for some k, then H M = 0. For k = 0 the premise says M = 0, and for k = 1 there is nothing to do. For k ≥ 2, write

Hᵏ M = HᴴH (Hᵏ⁻² M) = 0.

Cancellation leaves Hᵏ⁻¹ M = 0, and repeating the step brings the power down to one. The Lean proof is an induction on the exponent that treats the first two cases separately.

## A polynomial from the characteristic polynomial

Let χ be the characteristic polynomial of H. Splitting off all factors of x gives

χ(x) = xᵏ r(x), with r(0) ≠ 0.

The Cayley–Hamilton theorem says χ(H) = 0, hence Hᵏ r(H) = 0. The previous step, with M = r(H), reduces this to H r(H) = 0.

Now separate the constant term r₀ = r(0):

r(x) = s(x) x + r₀.

Inserting H and multiplying by H from the left gives

H s(H) H + r₀ H = 0.

Since r₀ ≠ 0, the polynomial q(x) = −s(x)/r₀ satisfies H q(H) H = H. In `exists_polynomial_inner_inverse`, the polynomial s appears as `r.divX`, and `hnd` records that r₀ is nonzero.

For the degree bound, the file divides q by χ and keeps the remainder p. Because χ(H) = 0, the matrices p(H) and q(H) are equal, and the remainder has degree less than n, the degree of χ.

## From one equation to all four

Take H = AᴴA and write P = p(H). As a polynomial in H, P commutes with H; this is `hc` in the Lean proof. Suppose H P H = H.

First, move everything to one side and factor out AᴴA on the left:

AᴴA (P H − 1) = 0.

Cancellation gives A P H = A. With X = P Aᴴ, this is the first Penrose equation, A X A = A.

Next, factor out AᴴA on the right:

(H P − 1) AᴴA = 0.

Cancellation gives H P Aᴴ = Aᴴ. Multiplying by P from the left yields the second equation:

X A X = P H P Aᴴ = P Aᴴ = X.

The two Hermiticity conditions use `isHermitian_of_conjTranspose_mul_self`. If MᴴM = Mᴴ, taking the adjoint of both sides gives MᴴM = M, so M = Mᴴ. For M = A X = A P Aᴴ,

MᴴM = A Pᴴ (H P Aᴴ) = A Pᴴ Aᴴ = Mᴴ.

For M = X A = P H = H P, the relation A P H = A can be written as A H P = A. Therefore

MᴴM = Pᴴ H H P = Pᴴ Aᴴ (A H P) = Pᴴ AᴴA = Mᴴ.

P itself is never assumed Hermitian, so the argument allows complex coefficients in p. In Lean, `h1`, `h2` and `h3` are the relations A P H = A, H P Aᴴ = Aᴴ and A H P = A, and the four goals after `refine` are the Penrose equations in order.

The converse takes one line. If A X A = A, multiplication by Aᴴ from the left gives H P H = H. The main theorem then combines the polynomial constructed above with this equivalence.

## Normal equations and the case diag(1, 2)

The normal equations follow from the first and third Penrose equations. The adjoint of A X A = A is

Aᴴ (A X)ᴴ = Aᴴ.

Since A X is Hermitian, this becomes AᴴA X = Aᴴ, and applying both sides to b gives the claim.

The last theorem, `constant_polynomial_insufficient`, concerns A = diag(1, 2). A constant polynomial c would give X = c Aᴴ, and the first Penrose equation would read

c diag(1, 8) = diag(1, 2).

The first diagonal entry requires c = 1 and the second requires 8c = 2, which is a contradiction. For n = 2, the bound "degree less than n" therefore cannot be lowered for all matrices at once.
